# Antisymmetric spin functions vanish when particles outnumber spin values: the exclusion of 1s³

## Definitions and conventions

There are \(N\) particles, each with \(m\) possible spin values. A spin configuration \(\sigma\) assigns a value \(\sigma_k\) to each particle \(k\), and a spin function \(\chi\) assigns a complex number to each configuration. Let \(\tau_{ij}\) be the transposition of particles \(i\neq j\), so that \(\sigma\circ\tau_{ij}\) is \(\sigma\) with entries \(i\) and \(j\) exchanged. The function \(\chi\) is antisymmetric on a set \(C\) of particles if \(\chi(\sigma\circ\tau_{ij})=-\chi(\sigma)\) for all \(\sigma\) and all distinct \(i,j\in C\), and antisymmetric if this holds for all pairs. With positions \(r=(r_k)\), a wavefunction \(\Psi\) is fermionic if \(\Psi(r\circ\tau_{ij},\sigma\circ\tau_{ij})=-\Psi(r,\sigma)\). Particles and spin values are numbered from 0, and energies are in hartree.

## Claim and derivation

A nonzero antisymmetric spin function exists exactly when \(N\le m\). Consequently three electrons, for which \(m=2\), cannot share one spatial orbital. A separate calculation shows that the 1s³ trial energy, which ignores this, falls at its optimum for nuclear charge 3 below \(-7.48\), the lithium ground-state energy rounded to two decimals, which is taken as an input.

If \(\sigma_i=\sigma_j\), then \(\sigma\circ\tau_{ij}=\sigma\), so \(\chi(\sigma)=-\chi(\sigma)\) and \(\chi(\sigma)=0\). If \(C\) has more than \(m\) members, every configuration gives two of them the same value, so \(\chi=0\). In a Young tableau the particles of one column are antisymmetrised, so a column longer than \(m\) carries no nonzero spin function. Taking \(C\) to be all particles settles the case \(m<N\).

For \(N\le m\) choose pairwise distinct values \(e_j\), one per particle, and let \(\delta\) be the Kronecker delta. Set
\[ D_e(\sigma)=\det\big[\delta(\sigma_i,e_j)\big]_{i,j}. \]
Exchanging two particles exchanges two rows and flips the sign. At \(\sigma=e\) the matrix is the identity, so \(D_e(e)=1\). For \(N=m=2\) and \(e=(0,1)\), the configurations \((0,0),(0,1),(1,0),(1,1)\) give \(0,1,-1,0\); the normalised values are \(0,\ 1/\sqrt2,\ -1/\sqrt2,\ 0\), the two-electron singlet.

Now let \(\Psi\) be fermionic and unchanged by exchanging positions alone. At fixed \(r\),
\[ \Psi(r,\sigma\circ\tau_{ij})=\Psi(r\circ\tau_{ij},\sigma\circ\tau_{ij})=-\Psi(r,\sigma), \]
so \(\Psi(r,\cdot)\) is antisymmetric and vanishes for \(m<N\). The product \(\varphi(r_0)\varphi(r_1)\varphi(r_2)\chi(\sigma)\) with a single orbital \(\varphi\) is symmetric in positions, and \(m=2<3=N\).

For nuclear charge \(Z\) and a normalised orbital proportional to \(e^{-z|r|}\) with exponent \(z>0\), each electron contributes \(z^2/2-Zz\) and each of the three pairs contributes \(5z/8\). Collecting terms and completing the square,
\[ E(z)=3\Big(\frac{z^2}{2}-Zz\Big)+\frac{15z}{8}=\frac32z^2-3\Big(Z-\frac58\Big)z=\frac32\Big(z-\Big(Z-\frac58\Big)\Big)^2-\frac32\Big(Z-\frac58\Big)^2 . \]
The first term is nonnegative and vanishes only at \(z=Z-5/8\), which is an allowed exponent when \(Z>5/8\). For \(Z=3\) the optimum is \(z=19/8\). Then \(z^2/2=361/128\), \(Zz=912/128\) and \(15z/8=570/128\), so \(E=(3\cdot(-551)+570)/128=-1083/128\approx-8.461\).

In electronic structure the variational bound on the lithium ground state applies to fermionic trial functions, and this one-parameter product is not the spatial part of any nonzero one, so the bound does not constrain its energy, which may lie below the fermionic ground-state energy without contradiction.

## Formal development

The type `ι` labels particles, `S` spin values and `X` positions; \(N\) and \(m\) are `Fintype.card ι` and `Fintype.card S`.

In Lean 4 with Mathlib:

```lean
import Mathlib

open Finset

namespace PauliSpinColumn

noncomputable section

variable {ι S X : Type*} [DecidableEq ι]
```

The three symmetry conditions follow the definitions above, with `Equiv.swap i j` for \(\tau_{ij}\). They hold pointwise at every argument, and no norm or measure enters. A column is just a finite set `C`; tableau shapes, Young symmetrisers and representations of the permutation group are not modelled.

```lean
/-- A spin function changes sign under the exchange of any two distinct particles
taken from the set `C` (a column of a Young tableau). -/
def AntisymmOn (C : Finset ι) (χ : (ι → S) → ℂ) : Prop :=
  ∀ i ∈ C, ∀ j ∈ C, i ≠ j → ∀ σ, χ (σ ∘ Equiv.swap i j) = -χ σ

/-- A spin function changes sign under the exchange of any two distinct particles. -/
def Antisymm (χ : (ι → S) → ℂ) : Prop :=
  ∀ i j, i ≠ j → ∀ σ, χ (σ ∘ Equiv.swap i j) = -χ σ

/-- A wavefunction of positions `r` and spins `σ` changes sign when two distinct particles
exchange both position and spin. -/
def Fermionic (Ψ : (ι → X) → (ι → S) → ℂ) : Prop :=
  ∀ i j, i ≠ j → ∀ r σ, Ψ (r ∘ Equiv.swap i j) (σ ∘ Equiv.swap i j) = -Ψ r σ
```

The first step needs oddness under one exchange only. The proof of `hfix` checks \(\sigma\circ\tau_{ij}=\sigma\) entry by entry, in the cases \(k=i\), \(k=j\) and neither.

```lean
/-- A spin function that is odd under the exchange of particles `i` and `j` vanishes on every
configuration in which these two particles have the same spin value. -/
theorem eq_zero_of_equal_spins {χ : (ι → S) → ℂ} {i j : ι}
    (hχ : ∀ σ, χ (σ ∘ Equiv.swap i j) = -χ σ) {σ : ι → S} (h : σ i = σ j) : χ σ = 0 := by
  -- the exchange leaves the configuration unchanged
  have hfix : σ ∘ Equiv.swap i j = σ := by
    funext k
    simp only [Function.comp_apply, Equiv.swap_apply_def]
    split_ifs with h1 h2
    · rw [h1, h]
    · rw [h2, h]
    · rfl
  have h3 := hχ σ
  rw [hfix] at h3
  linear_combination (1 / 2 : ℂ) * h3
```

The last line is a reusable technique. The tactic `linarith` needs a linear order compatible with the arithmetic and is unavailable over \(\mathbb C\), whereas `linear_combination (1 / 2 : ℂ) * h3` checks by ring arithmetic that the goal's two sides differ by half the difference of the two sides of `h3`. Any equation that is a known multiple or sum of hypotheses can be closed this way.

In `column_too_long` Mathlib's pigeonhole lemma, applied to \(\sigma\) as a map from `C` to all of `S`, supplies the pair of particles. Only `C` and `S` need be finite. The case `C := univ` gives the vanishing for \(m<N\), one direction of the main claim.

```lean
/-- A spin function antisymmetric within a set of particles that outnumber the spin values
vanishes identically. -/
theorem column_too_long [Fintype S] {C : Finset ι} (hC : Fintype.card S < C.card)
    {χ : (ι → S) → ℂ} (hχ : AntisymmOn C χ) : χ = 0 := by
  funext σ
  -- pigeonhole: two particles of the column share a spin value
  obtain ⟨i, hi, j, hj, hij, h⟩ :=
    Finset.exists_ne_map_eq_of_card_lt_of_maps_to (s := C) (t := (univ : Finset S)) (f := σ)
      (by simpa using hC) (fun a _ => by simp)
  exact eq_zero_of_equal_spins (hχ i hi j hj hij) h

/-- With fewer spin values than particles, a spin function antisymmetric under all
exchanges vanishes identically. -/
theorem antisymm_spin_eq_zero [Fintype ι] [Fintype S] (h : Fintype.card S < Fintype.card ι)
    {χ : (ι → S) → ℂ} (hχ : Antisymm χ) : χ = 0 :=
  column_too_long (C := univ) (by simpa using h) (fun i _ j _ hij => hχ i j hij)
```

The function `slaterSpin e` is \(D_e\), without a normalisation factor.

```lean
/-- The matrix whose entry `(i, j)` is one if particle `i` has the spin value `e j`
and zero otherwise. -/
def spinMatrix [DecidableEq S] (e σ : ι → S) : Matrix ι ι ℂ :=
  Matrix.of fun i j => if σ i = e j then 1 else 0

/-- The Slater determinant of the one-particle spin states `e j`, as a function of the spin
configuration. -/
def slaterSpin [Fintype ι] [DecidableEq S] (e σ : ι → S) : ℂ :=
  (spinMatrix e σ).det
```

In `antisymm_witness`, `h2` identifies the exchanged matrix with a row permutation of the original, `Matrix.det_permute` extracts the sign of the permutation, and `Equiv.Perm.sign_swap` evaluates it as \(-1\). Injectivity of `e` turns \(e_i=e_j\) into \(i=j\), which makes the matrix at \(\sigma=e\) the identity.

```lean
/-- The Slater determinant of pairwise distinct spin states is antisymmetric and equals one
on the configuration in which particle `j` has the spin value `e j`. -/
theorem antisymm_witness [Fintype ι] [DecidableEq S] {e : ι → S} (he : Function.Injective e) :
    Antisymm (slaterSpin e) ∧ slaterSpin e e = 1 := by
  constructor
  · intro i j hij σ
    -- exchanging two particles exchanges two rows
    have h2 : slaterSpin e (σ ∘ Equiv.swap i j)
        = ((spinMatrix e σ).submatrix (Equiv.swap i j) id).det := rfl
    rw [h2, Matrix.det_permute, Equiv.Perm.sign_swap hij]
    simp [slaterSpin]
  · have h1 : spinMatrix e e = 1 := by
      ext i j
      simp [spinMatrix, Matrix.one_apply, he.eq_iff]
    rw [slaterSpin, h1, Matrix.det_one]
```

The equivalence combines both directions; `Function.Embedding.nonempty_of_card_le` provides the distinct values \(e_j\). Small sizes are included. For \(N\le1\) antisymmetry is vacuous, for \(N=0\) the empty determinant is 1, and for \(m=0<N\) there are no configurations, so the only function is zero.

```lean
/-- A nonzero totally antisymmetric spin function exists exactly when the number of particles
does not exceed the number of spin values. -/
theorem exists_antisymm_iff [Fintype ι] [Fintype S] :
    (∃ χ : (ι → S) → ℂ, Antisymm χ ∧ χ ≠ 0) ↔ Fintype.card ι ≤ Fintype.card S := by
  classical
  constructor
  · rintro ⟨χ, hχ, hne⟩
    by_contra hlt
    exact hne (antisymm_spin_eq_zero (not_le.mp hlt) hχ)
  · intro hle
    obtain ⟨e⟩ := Function.Embedding.nonempty_of_card_le hle
    obtain ⟨h1, h2⟩ := antisymm_witness (e := (e : ι → S)) e.injective
    refine ⟨slaterSpin (e : ι → S), h1, fun h0 => ?_⟩
    rw [h0] at h2
    simp at h2
```

Hypothesis `hS` is symmetry in positions alone. The two rewrites in the last line are the two equalities of the displayed chain for \(\Psi\).

```lean
/-- With fewer spin values than particles, a fermionic wavefunction that is symmetric under
exchange of positions alone vanishes identically. -/
theorem space_symmetric_eq_zero [Fintype ι] [Fintype S] (h : Fintype.card S < Fintype.card ι)
    {Ψ : (ι → X) → (ι → S) → ℂ} (hF : Fermionic Ψ)
    (hS : ∀ i j r σ, Ψ (r ∘ Equiv.swap i j) σ = Ψ r σ) : Ψ = 0 := by
  funext r
  -- at fixed positions the whole sign change is carried by the spins
  refine antisymm_spin_eq_zero h (χ := Ψ r) fun i j hij σ => ?_
  rw [← hS i j r, hF i j hij]
```

The same argument gives a neighbouring result, which the code shown here does not state: if a fermionic \(\Psi\) is symmetric in positions only within a set \(C\) of more than \(m\) particles, the chain holds for \(i,j\in C\), and the column result makes \(\Psi\) vanish.

For three electrons, particles are `Fin 3`, spin values `Fin 2` and positions `Fin 3 → ℝ`. The orbital `φ` is an arbitrary function, so the 1s orbital is one case.

```lean
/-- Three spin-1/2 particles all in the spatial orbital `φ`, with spin function `χ`. -/
def tripleOccupancy (φ : (Fin 3 → ℝ) → ℂ) (χ : (Fin 3 → Fin 2) → ℂ)
    (r : Fin 3 → Fin 3 → ℝ) (σ : Fin 3 → Fin 2) : ℂ :=
  (∏ k, φ (r k)) * χ σ
```

Fermionic symmetry is the hypothesis `hF`, assumed and not derived. The conclusion is that the product vanishes, which is the Pauli exclusion rule for this product form, with orbital and spin function factorised. The lemma `Equiv.prod_comp` says that reindexing the product of orbitals by a transposition leaves it unchanged.

```lean
/-- If three spin-1/2 particles share one spatial orbital, as in the configuration 1s³,
and the wavefunction is fermionic, then it vanishes identically. -/
theorem tripleOccupancy_eq_zero (φ : (Fin 3 → ℝ) → ℂ) (χ : (Fin 3 → Fin 2) → ℂ)
    (hF : Fermionic (tripleOccupancy φ χ)) : tripleOccupancy φ χ = 0 := by
  refine space_symmetric_eq_zero (by simp) hF fun i j r σ => ?_
  have hp : ∏ k, φ ((r ∘ Equiv.swap i j) k) = ∏ k, φ (r k) :=
    Equiv.prod_comp (Equiv.swap i j) fun k => φ (r k)
  unfold tripleOccupancy
  rw [hp]
```

The trial energy is a definition. The integrals \(z^2/2\), \(-Zz\) and \(5z/8\) are inputs, no Hamiltonian appears, and nothing ties `trialEnergy` to `tripleOccupancy`. The constant `lithiumReference` stands for the lithium ground-state energy rounded to two decimals. It is an input used only for comparison, and the code neither computes it nor proves its relation to the lithium ground state.

```lean
/-- The 1s³ trial energy in hartree for nuclear charge `Z` and orbital exponent `z`: three
one-electron terms `z²/2 - Z z` and three pair repulsions `5z/8`. -/
def trialEnergy (Z z : ℝ) : ℝ :=
  3 * (z ^ 2 / 2 - Z * z) + 15 * z / 8

/-- A fixed comparison constant, `-7.48` in hartree, assumed as an input. -/
def lithiumReference : ℝ := -7.48
```

`IsLeast (trialEnergy Z '' Set.Ioi 0)` applied to a number says that it is a value of \(E\) at some \(z>0\) and a lower bound for all such values. The second clause holds for every real \(z\): the value is taken if and only if \(z=Z-5/8\). The identity `key` is the completed square. The four bullets show that the value is attained, that it is a lower bound because a square is nonnegative, that equality forces the square to vanish, and the converse. The hypothesis `hZ` is used only to place the optimal exponent in `Set.Ioi 0`.

```lean
/-- For `Z > 5/8` the least 1s³ trial energy over positive exponents is `-(3/2)(Z - 5/8)²`,
and this value is taken only at `z = Z - 5/8`. -/
theorem trialEnergy_min {Z : ℝ} (hZ : 5 / 8 < Z) :
    IsLeast (trialEnergy Z '' Set.Ioi 0) (-(3 / 2) * (Z - 5 / 8) ^ 2) ∧
      ∀ z, trialEnergy Z z = -(3 / 2) * (Z - 5 / 8) ^ 2 ↔ z = Z - 5 / 8 := by
  -- complete the square
  have key : ∀ z, trialEnergy Z z
      = 3 / 2 * (z - (Z - 5 / 8)) ^ 2 + -(3 / 2) * (Z - 5 / 8) ^ 2 := by
    intro z
    unfold trialEnergy
    ring
  refine ⟨⟨⟨Z - 5 / 8, sub_pos.mpr hZ, ?_⟩, ?_⟩, fun z => ⟨fun h => ?_, fun h => ?_⟩⟩
  · rw [key]
    ring
  · rintro _ ⟨z, _, rfl⟩
    rw [key]
    linarith [sq_nonneg (z - (Z - 5 / 8))]
  · rw [key] at h
    have h0 : (z - (Z - 5 / 8)) ^ 2 = 0 := by linarith
    exact sub_eq_zero.mp ((pow_eq_zero_iff two_ne_zero).mp h0)
  · rw [key, h]
    ring
```

Setting \(Z=3\) and evaluating the rational numbers with `norm_num` gives the chain \(-1083/128<-8.46<-7.48\).

```lean
/-- For `Z = 3` the least 1s³ trial energy over positive exponents is `-1083/128` hartree,
which lies below `-8.46` hartree, itself below the comparison constant `lithiumReference`. -/
theorem lithium_trial_below_reference :
    IsLeast (trialEnergy 3 '' Set.Ioi 0) (-(1083 / 128)) ∧
      (-(1083 / 128) : ℝ) < -8.46 ∧ (-8.46 : ℝ) < lithiumReference := by
  refine ⟨?_, by norm_num, by norm_num [lithiumReference]⟩
  have h := (trialEnergy_min (Z := 3) (by norm_num)).1
  have e : (-(3 / 2) * (3 - 5 / 8) ^ 2 : ℝ) = -(1083 / 128) := by norm_num
  rwa [e] at h

end

end PauliSpinColumn
```

```lean
#print axioms PauliSpinColumn.antisymm_spin_eq_zero
#print axioms PauliSpinColumn.exists_antisymm_iff
#print axioms PauliSpinColumn.tripleOccupancy_eq_zero
#print axioms PauliSpinColumn.lithium_trial_below_reference
```

```
'PauliSpinColumn.antisymm_spin_eq_zero' depends on axioms: [propext, Classical.choice, Quot.sound]
'PauliSpinColumn.exists_antisymm_iff' depends on axioms: [propext, Classical.choice, Quot.sound]
'PauliSpinColumn.tripleOccupancy_eq_zero' depends on axioms: [propext, Classical.choice, Quot.sound]
'PauliSpinColumn.lithium_trial_below_reference' depends on axioms: [propext, Classical.choice, Quot.sound]
```
